# On Finitely Many Distinct Points of a Line, Exactly the Diagonal Potentials Leave the f-Sum Double Commutator Unchanged in Every State

## Two sites

Put a particle on two sites, numbered 0 and 1, a distance $\ell>0$ apart. Let $X$ be the diagonal matrix of the site positions, and let a Hermitian potential $V$ have the off-diagonal element $V_{01}=b$. With $[A,B]=AB-BA$,

$$[X,[V,X]]=-\ell^2\begin{pmatrix}0&b\\ b^*&0\end{pmatrix}.$$

The diagonal of $V$ has disappeared. In the normalised state $(1,1)/\sqrt2$ the expectation value is $-\ell^2\,\mathrm{Re}\,b$, and in $(1,i)/\sqrt2$ it is $\ell^2\,\mathrm{Im}\,b$. If both vanish, then $b=0$ and $V$ is diagonal. The second state has to be complex, since real states see only $\mathrm{Re}\,b$.

## Any finite number of sites

Let the sites have real positions $x_i$, so that $X_{ij}=x_i\delta_{ij}$, and let $V$ be any complex matrix. If the $x_i$ are distinct, then

$$\langle\psi,[X,[V,X]]\psi\rangle=0\ \text{ for all complex }\psi\quad\Longleftrightarrow\quad V\text{ is diagonal}.$$

A diagonal $V$ is a local potential: it multiplies the wavefunction at each site by a number. Hermiticity of $V$ is not needed.

First compute the entries. Since $[V,X]_{ij}=V_{ij}(x_j-x_i)$,

$$[X,[V,X]]_{ij}=(x_i-x_j)\,V_{ij}\,(x_j-x_i)=-(x_i-x_j)^2V_{ij}.$$

If $V$ is diagonal, every entry is zero, which gives one direction.

For the other, let $A$ be a matrix with $\langle\psi,A\psi\rangle=0$ for every $\psi$, and write $S(u,v)=\langle u,Av\rangle$, conjugate-linear in $u$. Expanding the states $u+v$ and $u+iv$, and using $S(u,u)=S(v,v)=0$, gives

$$S(u,v)+S(v,u)=0,\qquad i\,S(u,v)-i\,S(v,u)=0.$$

Hence $S(u,v)=0$. Taking basis vectors for $u$ and $v$ gives $A_{ij}=0$. Applied to $A=[X,[V,X]]$, this says $(x_i-x_j)^2V_{ij}=0$, and for $i\ne j$ the first factor is nonzero, so $V_{ij}=0$.

The double commutator is linear in its middle argument. Adding $V$ to a Hamiltonian $T$ therefore changes the expectation value in $\psi$ by $\langle\psi,[X,[V,X]]\psi\rangle$, and this change is zero in every state exactly when $V$ is diagonal.

## From the double commutator to the f-sum

Let $H$ have orthonormal eigenvectors, the columns of a unitary $U$, with real energies $E_k$. Put $Y=U^\dagger XU$, so that $Y_{kg}$ is the position matrix element between levels $k$ and $g$. The f-sum from level $g$ is

$$F_g=\sum_k(E_k-E_g)|Y_{kg}|^2 .$$

In the eigenbasis $H$ becomes $D=\mathrm{diag}(E_k)$, and the expectation value of $[X,[H,X]]$ in level $g$ is

$$[Y,[D,Y]]_{gg}=\sum_k\big(Y_{gk}(E_k-E_g)Y_{kg}-(E_g-E_k)Y_{gk}Y_{kg}\big)=2F_g,$$

because $Y$ is Hermitian and so $Y_{gk}Y_{kg}=|Y_{kg}|^2$.

The criterion compares $T$ and $T+V$ in the same state $\psi$. The eigenstates of $T+V$ generally differ from those of $T$, so on a lattice even a local potential can change $F_g$ by changing the state. In the continuum the double commutator of the kinetic energy is the constant $\hbar^2/m$, the same in every normalised state, so a local potential causes no such shift. On finitely many sites the double commutator has zero diagonal: its expectation value vanishes in a state on a single site, so it cannot equal that constant in every state.

## The correction from a separable pseudopotential

Consider a molecule treated with independent electrons, and suppose that the Hamiltonian consists of the kinetic energy, a local potential and a nonlocal pseudopotential. (An all-electron calculation has no such pseudopotential.) For a single projector $\beta$ of strength $D_\beta$, the nonlocal part is $V=D_\beta|\beta\rangle\langle\beta|$, and expanding the commutators gives

$$\langle\psi,[x,[V,x]]\psi\rangle=2D_\beta\Big(|\langle x\beta|\psi\rangle|^2-\mathrm{Re}\,\langle\psi|x^2\beta\rangle\langle\beta|\psi\rangle\Big).$$

Half of this, summed over the occupied spin orbitals, is added to $N\hbar^2/2m$ for $N$ electrons. As the basis approaches completeness and all empty orbitals are included, the energy-weighted sum over transitions tends to this corrected total, not to $N\hbar^2/2m$ alone. The same commutator $[V,x]$ enters the velocity operator $\frac{i}{\hbar}[H,x]$ used for optical matrix elements.

## Sites, states and the f-sum in Lean

The finite type `n` labels the sites. The model is a one-particle space with a single position coordinate.

```lean
import Mathlib

open scoped Matrix

namespace FSumLocality

noncomputable section

variable {n : Type*} [Fintype n] [DecidableEq n]
```

The position operator is diagonal with real entries. Nothing in the definition makes them distinct; the theorems that need this assume it.

```lean
/-- The position operator on a finite set of sites with real coordinates `x i`. -/
def position (x : n → ℝ) : Matrix n n ℂ := Matrix.diagonal fun i => (x i : ℂ)
```

The double commutator is defined for arbitrary matrices, with the order and sign used above.

```lean
/-- The double commutator `[X, [A, X]]`. -/
def doubleComm (X A : Matrix n n ℂ) : Matrix n n ℂ :=
  X * (A * X - X * A) - (A * X - X * A) * X
```

States are arbitrary complex vectors and need not be normalised. Rescaling $\psi$ by $c$ multiplies `expect` by $|c|^2$, so vanishing on all vectors is the same as vanishing on all normalised states.

```lean
/-- The quadratic form `⟨ψ, A ψ⟩` of an operator `A` in the state `ψ`. -/
def expect (ψ : n → ℂ) (A : Matrix n n ℂ) : ℂ := star ψ ⬝ᵥ (A *ᵥ ψ)
```

The f-sum is defined from energies and transition elements, without any commutator. Its link to the double commutator is therefore a theorem. There is no prefactor $2m/\hbar^2$, so `fSum` is $F_g$ and not a dimensionless oscillator strength.

```lean
/-- The energy-weighted sum of squared position matrix elements from level `g` to all levels `k`,
where the columns of `U` are the states and `E` lists their energies. -/
def fSum (x : n → ℝ) (U : Matrix n n ℂ) (E : n → ℝ) (g : n) : ℝ :=
  ∑ k, (E k - E g) * ‖(Uᴴ * position x * U) k g‖ ^ 2
```

## The criterion for locality

The first lemma is the entry formula. Multiplication by a diagonal matrix rescales rows or columns, and `ring` collects the factors.

```lean
/-- The double commutator with position multiplies each matrix element of `V` by minus the
squared distance between the two sites. -/
theorem doubleComm_apply (x : n → ℝ) (V : Matrix n n ℂ) (i j : n) :
    doubleComm (position x) V i j = -((x i : ℂ) - x j) ^ 2 * V i j := by
  simp only [doubleComm, position, Matrix.sub_apply, Matrix.diagonal_mul, Matrix.mul_diagonal]
  ring
```

Next comes polarization. The hypotheses `h1` and `h2` are the expansions for $u+v$ and $u+iv$, and `linear_combination` solves the two equations for $S(u,v)$, with `Complex.I_sq` supplying $i^2=-1$. The last lines insert basis vectors to read off each entry.

```lean
/-- An operator whose quadratic form vanishes in every complex state is zero. -/
theorem eq_zero_of_expect (A : Matrix n n ℂ) (h : ∀ ψ, expect ψ A = 0) : A = 0 := by
  -- polarization: compare the states u + v and u + i v
  have key : ∀ u v : n → ℂ, star u ⬝ᵥ (A *ᵥ v) = 0 := by
    intro u v
    have h1 := h (u + v)
    have h2 := h (u + Complex.I • v)
    have hu := h u
    have hv := h v
    simp only [expect, star_add, star_smul, Matrix.mulVec_add, Matrix.mulVec_smul,
      add_dotProduct, dotProduct_add, smul_dotProduct, dotProduct_smul, smul_eq_mul,
      Complex.star_def, Complex.conj_I] at h1 h2 hu hv
    linear_combination (1 / 2) * (h1 - hu - hv) - Complex.I / 2 * (h2 - hu - hv)
      + ((star u ⬝ᵥ (A *ᵥ v) - star v ⬝ᵥ (A *ᵥ u)) / 2
        - Complex.I / 2 * (star v ⬝ᵥ (A *ᵥ v))) * Complex.I_sq
  ext i j
  have hij := key (star (Pi.single i 1)) (Pi.single j 1)
  rw [star_star] at hij
  simpa using hij
```

The main theorem has distinctness as the hypothesis `Function.Injective x`, and `V.IsDiag` says that all off-diagonal entries vanish. In the forward direction `hne` records $x_i-x_j\neq0$, which lets the squared distance be divided out. In the reverse direction the double commutator itself is shown to be zero.

```lean
/-- For distinct site positions, `⟨ψ, [X, [V, X]] ψ⟩` vanishes in every complex state exactly
when `V` is diagonal in position. -/
theorem expect_doubleComm_eq_zero_iff (x : n → ℝ) (hx : Function.Injective x)
    (V : Matrix n n ℂ) :
    (∀ ψ, expect ψ (doubleComm (position x) V) = 0) ↔ V.IsDiag := by
  constructor
  · intro h i j hij
    have h0 := congrFun (congrFun (eq_zero_of_expect _ h) i) j
    rw [doubleComm_apply, Matrix.zero_apply] at h0
    -- distinct sites have a nonzero squared distance
    have hne : (x i : ℂ) - x j ≠ 0 :=
      sub_ne_zero.mpr fun e => hij (hx (Complex.ofReal_injective e))
    exact (mul_eq_zero.mp h0).resolve_left (neg_ne_zero.mpr (pow_ne_zero 2 hne))
  · intro hV ψ
    have h0 : doubleComm (position x) V = 0 := by
      ext i j
      rw [doubleComm_apply, Matrix.zero_apply]
      by_cases hij : i = j
      · subst hij
        ring
      · rw [hV hij, mul_zero]
    rw [h0, expect, Matrix.zero_mulVec, dotProduct_zero]
```

The version with a Hamiltonian takes an arbitrary matrix `T`. Here `hd` is linearity of the double commutator and `he` carries it over to expectation values. Cancelling the common term leaves the previous theorem.

```lean
/-- For distinct site positions, adding `V` to a Hamiltonian `T` leaves the expectation of the
double commutator with position unchanged in every complex state exactly when `V` is diagonal. -/
theorem unchanged_iff_local (x : n → ℝ) (hx : Function.Injective x) (T V : Matrix n n ℂ) :
    (∀ ψ, expect ψ (doubleComm (position x) (T + V)) = expect ψ (doubleComm (position x) T))
      ↔ V.IsDiag := by
  have hd : doubleComm (position x) (T + V)
      = doubleComm (position x) T + doubleComm (position x) V := by
    unfold doubleComm
    noncomm_ring
  have he : ∀ ψ, expect ψ (doubleComm (position x) (T + V))
      = expect ψ (doubleComm (position x) T) + expect ψ (doubleComm (position x) V) := by
    intro ψ
    rw [hd, expect, Matrix.add_mulVec, dotProduct_add]
    rfl
  simp only [he, add_eq_left]
  exact expect_doubleComm_eq_zero_iff x hx V
```

## The sum rule for eigenstates

The hypothesis `hU` says that the columns of `U` are orthonormal, and `hH` is the eigenvalue equation for all columns at once. Together with the real energies they force `H` to be Hermitian. The level `g` need not be the ground state, and degeneracies are allowed.

In the proof, `hc` and `hconj` move the double commutator to the eigenbasis, `hD` makes the Hamiltonian diagonal there, and `hY` states that $Y$ is Hermitian. The sums are then compared term by term, with `hn` turning $Y_{gk}Y_{kg}$ into a squared modulus.

```lean
/-- The f-sum rule: if the columns of the unitary `U` are eigenstates of `H` with real energies
`E`, twice the f-sum from level `g` is the expectation of `[X, [H, X]]` in that level. -/
theorem f_sum_rule (x : n → ℝ) (H U : Matrix n n ℂ) (E : n → ℝ) (hU : Uᴴ * U = 1)
    (hH : H * U = U * Matrix.diagonal fun k => (E k : ℂ)) (g : n) :
    2 * (fSum x U E g : ℂ) = expect (fun i => U i g) (doubleComm (position x) H) := by
  have hU' : U * Uᴴ = 1 := mul_eq_one_comm.mp hU
  have hcol : ∀ A : Matrix n n ℂ, expect (fun i => U i g) A = (Uᴴ * (A * U)) g g :=
    fun A => rfl
  -- the change to the energy basis respects products
  have hc : ∀ A B : Matrix n n ℂ, Uᴴ * (A * B) * U = (Uᴴ * A * U) * (Uᴴ * B * U) := by
    intro A B
    calc Uᴴ * (A * B) * U = Uᴴ * A * 1 * B * U := by noncomm_ring
      _ = Uᴴ * A * (U * Uᴴ) * B * U := by rw [hU']
      _ = (Uᴴ * A * U) * (Uᴴ * B * U) := by noncomm_ring
  have hconj : Uᴴ * doubleComm (position x) H * U
      = doubleComm (Uᴴ * position x * U) (Uᴴ * H * U) := by
    simp only [doubleComm, mul_sub, sub_mul, hc]
  have hD : Uᴴ * H * U = Matrix.diagonal fun k => (E k : ℂ) := by
    rw [mul_assoc, hH, ← mul_assoc, hU, one_mul]
  have hX : (position x)ᴴ = position x := by
    rw [position, Matrix.diagonal_conjTranspose]
    congr 1
    funext i
    exact Complex.conj_ofReal _
  have hY : (Uᴴ * position x * U)ᴴ = Uᴴ * position x * U := by
    rw [Matrix.conjTranspose_mul, Matrix.conjTranspose_mul, hX,
      Matrix.conjTranspose_conjTranspose, mul_assoc]
  rw [hcol, ← mul_assoc, hconj, hD, doubleComm, Matrix.sub_apply, Matrix.mul_apply,
    Matrix.mul_apply, ← Finset.sum_sub_distrib, fSum, Complex.ofReal_sum, Finset.mul_sum]
  refine Finset.sum_congr rfl fun k _ => ?_
  -- position is Hermitian, so opposite matrix elements multiply to a squared modulus
  have hn : (‖(Uᴴ * position x * U) k g‖ : ℂ) ^ 2
      = (Uᴴ * position x * U) g k * (Uᴴ * position x * U) k g := by
    have hgk : (Uᴴ * position x * U) g k = star ((Uᴴ * position x * U) k g) :=
      (congrFun (congrFun hY g) k).symm
    rw [hgk]
    exact (Complex.conj_mul' _).symm
  simp only [Matrix.sub_apply, Matrix.diagonal_mul, Matrix.mul_diagonal, Complex.ofReal_mul,
    Complex.ofReal_sub, Complex.ofReal_pow]
  rw [hn]
  ring
```

A two-level example satisfies these hypotheses, with energies 0 and 25. For sites at 0 and 1, the transition element between its levels is $12/25$, so the f-sum from the lower level is $25\,(12/25)^2=144/25$. The double commutator gives $288/25$, twice that value.

```lean
/-- An explicit two-level Hamiltonian with energies 0 and 25 and a unitary matrix of eigenstates
meets the hypotheses of the f-sum rule. -/
theorem f_sum_rule_witness :
    (!![3/5, -4/5; 4/5, 3/5] : Matrix (Fin 2) (Fin 2) ℂ)ᴴ * !![3/5, -4/5; 4/5, 3/5] = 1 ∧
    (!![16, -12; -12, 9] : Matrix (Fin 2) (Fin 2) ℂ) * !![3/5, -4/5; 4/5, 3/5]
      = !![3/5, -4/5; 4/5, 3/5] *
        Matrix.diagonal fun k => (((![0, 25] : Fin 2 → ℝ) k : ℝ) : ℂ) := by
  -- the entries are real, so conjugation leaves them alone
  have h1 : star (3/5 : ℂ) = 3/5 := by
    have h := Complex.conj_ofReal (3/5)
    push_cast at h
    exact h
  have h2 : star (4/5 : ℂ) = 4/5 := by
    have h := Complex.conj_ofReal (4/5)
    push_cast at h
    exact h
  have h3 : star (-4/5 : ℂ) = -4/5 := by
    have h := Complex.conj_ofReal (-4/5)
    push_cast at h
    exact h
  have hT : (!![3/5, -4/5; 4/5, 3/5] : Matrix (Fin 2) (Fin 2) ℂ)ᴴ
      = !![3/5, 4/5; -4/5, 3/5] := by
    ext i j
    rw [Matrix.conjTranspose_apply]
    fin_cases i <;> fin_cases j
    exacts [h1, h2, h3, h1]
  rw [hT]
  constructor <;> ext i j <;> fin_cases i <;> fin_cases j <;>
    norm_num [Matrix.mul_apply, Fin.sum_univ_succ, Matrix.diagonal_apply]
```

## Coinciding positions and real states

If two different sites have the same coordinate, the double commutator cannot see a matrix element between them. This happens on a three-dimensional grid, where many points share one value of $x$: nonlocality purely along $y$ is invisible to $X$. The next theorem shows that distinct positions are exactly what the criterion requires, even when only Hermitian potentials are admitted. Its counterexample `V` has entry 1 between sites at equal positions and 0 elsewhere.

```lean
/-- Vanishing of `⟨ψ, [X, [V, X]] ψ⟩` in all states forces every Hermitian `V` to be diagonal
exactly when the site positions are distinct. -/
theorem criterion_iff_distinct (x : n → ℝ) :
    (∀ V : Matrix n n ℂ, V.IsHermitian →
      (∀ ψ, expect ψ (doubleComm (position x) V) = 0) → V.IsDiag) ↔ Function.Injective x := by
  constructor
  · intro h i j hij
    by_contra hne
    -- the matrix that connects all sites at equal positions
    let V : Matrix n n ℂ := Matrix.of fun a b => if x a = x b then 1 else 0
    have hV : V.IsHermitian := by
      ext a b
      by_cases hab : x a = x b
      · simp [V, Matrix.conjTranspose_apply, hab]
      · simp [V, Matrix.conjTranspose_apply, hab, Ne.symm hab]
    have h0 : doubleComm (position x) V = 0 := by
      ext a b
      rw [doubleComm_apply]
      by_cases hab : x a = x b
      · simp [hab]
      · simp [V, hab]
    have hd := h V hV (fun ψ => by rw [h0, expect, Matrix.zero_mulVec, dotProduct_zero]) hne
    simp [V, hij] at hd
  · intro hx V _ h
    exact (expect_doubleComm_eq_zero_iff x hx V).mp h
```

The last theorem returns to two sites, now at 0 and 1, with $b=-i$. This hopping is Hermitian and not diagonal, yet in a real state its two contributions cancel. In the complex state $(1,i)/\sqrt2$ the expectation value is $-1$. The proof writes out the sum over the two sites.

```lean
/-- Real states do not suffice: for two sites at 0 and 1, an imaginary Hermitian hopping is not
diagonal, yet `⟨ψ, [X, [V, X]] ψ⟩` vanishes for every real `ψ`. -/
theorem real_states_insufficient :
    (!![0, -Complex.I; Complex.I, 0] : Matrix (Fin 2) (Fin 2) ℂ).IsHermitian ∧
    ¬ (!![0, -Complex.I; Complex.I, 0] : Matrix (Fin 2) (Fin 2) ℂ).IsDiag ∧
    ∀ ψ : Fin 2 → ℝ, expect (fun i => (ψ i : ℂ))
      (doubleComm (position ![0, 1]) !![0, -Complex.I; Complex.I, 0]) = 0 := by
  refine ⟨?_, ?_, ?_⟩
  · ext i j
    fin_cases i <;> fin_cases j <;> simp [Matrix.conjTranspose_apply]
  · intro h
    have h01 := h (show (0 : Fin 2) ≠ 1 by decide)
    simp at h01
  · intro ψ
    simp only [expect, dotProduct, Matrix.mulVec, Fin.sum_univ_two, doubleComm_apply,
      Pi.star_apply, Complex.star_def, Complex.conj_ofReal]
    simp
    ring

end

end FSumLocality
```

```lean
#print axioms FSumLocality.unchanged_iff_local
#print axioms FSumLocality.f_sum_rule
#print axioms FSumLocality.criterion_iff_distinct
#print axioms FSumLocality.real_states_insufficient
```

```
'FSumLocality.unchanged_iff_local' depends on axioms: [propext, Classical.choice, Quot.sound]
'FSumLocality.f_sum_rule' depends on axioms: [propext, Classical.choice, Quot.sound]
'FSumLocality.criterion_iff_distinct' depends on axioms: [propext, Classical.choice, Quot.sound]
'FSumLocality.real_states_insufficient' depends on axioms: [propext, Classical.choice, Quot.sound]
```
